# The fourth derived group of every cubic space group is trivial

How often can commutators be taken in the symmetry group of a cubic crystal before only the identity is left? The answer depends on what "cubic" means for a Seitz operator $\{R|t\}$, which sends a point $x$ to $Rx+t$. Here it means that, in axes along the cube edges, $R$ is a signed permutation matrix: it permutes the three axes and may reverse some of them. No lattice is assumed, and $t$ may be any real vector.

For a group $G$ of such operators, put $G^{(0)}=G$ and let $G^{(k+1)}$ be the subgroup generated by all commutators $ghg^{-1}h^{-1}$ with $g,h\in G^{(k)}$. The claim is $G^{(4)}=1$, so $G$ is solvable.

## From permuted axes to pure translations

Number the axes 0, 1, 2. A permutation $\sigma$ and signs $\varepsilon_i=\pm1$ give the matrix with entries $P(\sigma,\varepsilon)_{ij}=\varepsilon_i$ if $i=\sigma(j)$, and $0$ otherwise. Multiplying out,

$$P(\sigma,\varepsilon)\,P(\tau,\delta)=P(\sigma\tau,\eta),\qquad \eta_i=\varepsilon_i\,\delta_{\sigma^{-1}(i)}.$$

Axis permutations therefore multiply along with the operators, and a commutator of operators permutes the axes by the commutator of their permutations. By induction, $G^{(k)}$ permutes the axes only by elements of $S_3^{(k)}$, where $S_3$ is the group of all permutations of the axes.

1. Every commutator in $S_3$ is an even permutation, hence cyclic: $i\mapsto i+c$ modulo 3. Cyclic permutations commute, so $S_3^{(2)}=1$.
2. The linear parts in $G^{(2)}$ are therefore diagonal. Diagonal matrices commute, so $RSR^{-1}S^{-1}=1$ and $G^{(3)}$ holds only translations.
3. Since $\{1|t\}\{1|u\}=\{1|t+u\}$, translations commute, and $G^{(4)}=1$.

## A translation that survives three steps

Three steps are not always enough. Let $C=\{\mathrm{diag}(1,-1,-1)|0\}$, a twofold rotation, and let $T_a$ be the translation by $a$ along axis 2. Then $CT_aC^{-1}=T_{-a}$, so $CT_aC^{-1}T_a^{-1}=T_{-2a}$.

For $a=1$, follow the point $(0.1,0.2,0.3)$. The factors, applied from the right, give $(0.1,0.2,-0.7)$, then $(0.1,-0.2,0.7)$, then $(0.1,-0.2,1.7)$, and finally $(0.1,0.2,-1.7)$: a shift by $-2$.

Take the group generated by all signed permutations about the origin and $T_1$, which is the space group $Pm\bar{3}m$. Let $A$ be the threefold rotation with $\sigma(i)=i-1$ modulo 3, which is a commutator of two axis exchanges. Conjugation by $A$ turns $\mathrm{diag}(d_0,d_1,d_2)$ into $\mathrm{diag}(d_1,d_2,d_0)$. The commutator of $A$ with this diagonal matrix is thus $\mathrm{diag}(d_0d_1,d_1d_2,d_2d_0)$. The signs $(1,-1,1)$ give $(-1,-1,1)$, which lies in the first derived group, as $A$ does. A further commutator with $A$ gives $(1,-1,-1)$, so $C$ is in the second derived group and in the earlier ones. Repeated commutators with $C$ then produce $T_{-2}$, $T_4$ and $T_{-8}$ in the first, second and third derived groups.

## Seitz operators in Lean

```lean
import Mathlib

open Matrix Equiv

namespace CubicSolvability

noncomputable section

variable {n : ℕ}
```

The field `rot` holds any invertible real matrix, reflections and inversion included, despite its name.

```lean
/-- A real Seitz operator `{R|t}`: an invertible linear part and a translation. -/
@[ext]
structure Seitz (n : ℕ) where
  rot : (Matrix (Fin n) (Fin n) ℝ)ˣ
  trans : Fin n → ℝ
```

The product, identity and inverse follow the usual Seitz rules.

```lean
/-- The Seitz product `{R|t}{S|u} = {RS|Ru+t}`. -/
instance : Mul (Seitz n) :=
  ⟨fun g h => ⟨g.rot * h.rot, g.rot.val *ᵥ h.trans + g.trans⟩⟩

/-- The identity operator `{1|0}`. -/
instance : One (Seitz n) := ⟨⟨1, 0⟩⟩

/-- The inverse operator `{R⁻¹|-R⁻¹t}`. -/
instance : Inv (Seitz n) :=
  ⟨fun g => ⟨g.rot⁻¹, -(g.rot⁻¹.val *ᵥ g.trans)⟩⟩

/-- Seitz operators form a group. -/
instance : Group (Seitz n) where
  mul_assoc a b c := Seitz.ext (mul_assoc _ _ _) (by
    change (a.rot * b.rot).val *ᵥ c.trans + (a.rot.val *ᵥ b.trans + a.trans) =
      a.rot.val *ᵥ (b.rot.val *ᵥ c.trans + b.trans) + a.trans
    rw [Units.val_mul, Matrix.mulVec_add, Matrix.mulVec_mulVec, add_assoc])
  one_mul a := Seitz.ext (one_mul _) (by
    change (1 : Matrix (Fin n) (Fin n) ℝ) *ᵥ a.trans + 0 = a.trans
    simp)
  mul_one a := Seitz.ext (mul_one _) (by
    change a.rot.val *ᵥ (0 : Fin n → ℝ) + a.trans = a.trans
    simp)
  inv_mul_cancel a := Seitz.ext (inv_mul_cancel _) (add_neg_cancel _)
```

The next definition and theorem confirm that the product means "apply the right-hand operator first".

```lean
/-- The action of a Seitz operator on a point, `x ↦ Rx + t`. -/
def act (g : Seitz n) (x : Fin n → ℝ) : Fin n → ℝ := g.rot.val *ᵥ x + g.trans

/-- The Seitz product is the composition of the actions on points. -/
theorem act_mul (g h : Seitz n) (x : Fin n → ℝ) : act (g * h) x = act g (act h x) := by
  change (g.rot * h.rot).val *ᵥ x + (g.rot.val *ᵥ h.trans + g.trans) =
    g.rot.val *ᵥ (h.rot.val *ᵥ x + h.trans) + g.trans
  rw [Units.val_mul, Matrix.mulVec_add, Matrix.mulVec_mulVec, add_assoc]

/-- The linear part, as a homomorphism from Seitz operators to invertible matrices. -/
def linearPart : Seitz n →* (Matrix (Fin n) (Fin n) ℝ)ˣ where
  toFun := Seitz.rot
  map_one' := rfl
  map_mul' _ _ := rfl
```

## Signed permutations and their axis permutations

The matrix $P(\sigma,\varepsilon)$ is `signedPerm σ ε`; the type `ℤˣ` contains just $1$ and $-1$. In the product rule, only $k=\tau(j)$ contributes to the sum over the intermediate index.

```lean
/-- The signed permutation matrix that sends axis `j` to axis `σ j` with sign `ε (σ j)`. -/
def signedPerm (σ : Perm (Fin n)) (ε : Fin n → ℤˣ) : Matrix (Fin n) (Fin n) ℝ :=
  Matrix.of fun i j => if i = σ j then ((ε i : ℤ) : ℝ) else 0

/-- The product of signed permutation matrices composes the permutations of the axes. -/
theorem signedPerm_mul (σ τ : Perm (Fin n)) (ε δ : Fin n → ℤˣ) :
    signedPerm σ ε * signedPerm τ δ = signedPerm (σ * τ) (fun i => ε i * δ (σ⁻¹ i)) := by
  ext i j
  rw [Matrix.mul_apply, Finset.sum_eq_single (τ j)]
  · by_cases h : i = σ (τ j)
    · subst h
      simp [signedPerm]
    · simp [signedPerm, h]
  · intro k _ hk
    simp [signedPerm, hk]
  · simp

/-- The trivial permutation with all signs positive gives the identity matrix. -/
theorem signedPerm_one : signedPerm (1 : Perm (Fin n)) 1 = 1 := by
  ext i j
  simp [signedPerm, Matrix.one_apply]

/-- The inverse of a signed permutation matrix is a signed permutation matrix. -/
theorem signedPerm_mul_inv (σ : Perm (Fin n)) (ε : Fin n → ℤˣ) :
    signedPerm σ ε * signedPerm σ⁻¹ (fun i => ε (σ i)) = 1 := by
  rw [signedPerm_mul, mul_inv_cancel, ← signedPerm_one]
  congr 1
  funext i
  simp
```

`HasPerm g σ` says that the linear part of `g` is a signed permutation matrix with axis permutation `σ`, for some choice of signs. It is compatible with products and inverses.

```lean
/-- The linear part of `g` is a signed permutation matrix with axis permutation `σ`. -/
def HasPerm (g : Seitz n) (σ : Perm (Fin n)) : Prop :=
  ∃ ε : Fin n → ℤˣ, g.rot.val = signedPerm σ ε

private theorem HasPerm.mul {g h : Seitz n} {σ τ : Perm (Fin n)}
    (hg : HasPerm g σ) (hh : HasPerm h τ) : HasPerm (g * h) (σ * τ) := by
  obtain ⟨ε, a⟩ := hg
  obtain ⟨δ, b⟩ := hh
  refine ⟨fun i => ε i * δ (σ⁻¹ i), ?_⟩
  change g.rot.val * h.rot.val = _
  rw [a, b, signedPerm_mul]

private theorem HasPerm.inv {g : Seitz n} {σ : Perm (Fin n)}
    (hg : HasPerm g σ) : HasPerm g⁻¹ σ⁻¹ := by
  obtain ⟨ε, a⟩ := hg
  refine ⟨fun i => ε (σ i), Units.inv_eq_of_mul_eq_one_right ?_⟩
  rw [a, signedPerm_mul_inv]
```

Operators whose axis permutations lie in a subgroup `P` of the permutation group (not the matrix $P(\sigma,\varepsilon)$ above) consequently form a subgroup.

```lean
/-- The Seitz operators whose linear parts are signed permutation matrices with axis
permutation in `P`. -/
def withPerms (P : Subgroup (Perm (Fin n))) : Subgroup (Seitz n) where
  carrier := {g | ∃ σ ∈ P, HasPerm g σ}
  mul_mem' := by
    rintro g h ⟨σ, hσ, hg⟩ ⟨τ, hτ, hh⟩
    exact ⟨σ * τ, P.mul_mem hσ hτ, hg.mul hh⟩
  one_mem' := ⟨1, P.one_mem, 1, signedPerm_one.symm⟩
  inv_mem' := by
    rintro g ⟨σ, hσ, hg⟩
    exact ⟨σ⁻¹, P.inv_mem hσ, hg.inv⟩
```

## Checking commutators one at a time

A derived group is generated by commutators, and its elements may be products of several of them. Mathlib's `Subgroup.commutator_le` deals with this: the commutator subgroup of $H$ and $K$ lies in a subgroup $L$ exactly when each single commutator of an element of $H$ with one of $K$ does. The target must be a subgroup, which is why `withPerms` was built as one. In the induction below, the lemma leaves one commutator, whose axis permutation comes from `HasPerm.mul` and `HasPerm.inv`.

```lean
/-- If all linear parts in `G` are signed permutations, the `k`-th derived group of `G` permutes
the axes only by elements of the `k`-th derived group of the symmetric group. -/
theorem derived_le_withPerms (G : Subgroup (Seitz n)) (hG : ∀ g ∈ G, ∃ σ, HasPerm g σ) (k : ℕ) :
    derivedSeries G k ≤ (withPerms (derivedSeries (Perm (Fin n)) k)).comap G.subtype := by
  induction k with
  | zero =>
    intro g _
    obtain ⟨σ, h⟩ := hG g g.2
    exact ⟨σ, Subgroup.mem_top σ, h⟩
  | succ k ih =>
    rw [derivedSeries_succ, Subgroup.commutator_le]
    intro g hg h hh
    obtain ⟨σ, hσ, a⟩ := ih hg
    obtain ⟨τ, hτ, b⟩ := ih hh
    have hc := Subgroup.commutator_mem_commutator hσ hτ
    exact ⟨σ * τ * σ⁻¹ * τ⁻¹, hc, ((a.mul b).mul a.inv).mul b.inv⟩
```

The next theorem holds in any dimension $n$, provided the $k$-th derived group of the axis permutations is trivial. Some $k$ achieves this only for $n\le 4$, because the symmetric group on five or more axes is not solvable. Its first half, `h1`, is the commuting of diagonal matrices; its second half is the commuting of translations.

```lean
/-- In dimension `n`, if all linear parts in `G` are signed permutations and the `k`-th derived
group of the symmetric group on the axes is trivial, then so is the `(k+2)`-th of `G`. -/
theorem derived_eq_bot (G : Subgroup (Seitz n)) (hG : ∀ g ∈ G, ∃ σ, HasPerm g σ) (k : ℕ)
    (hk : derivedSeries (Perm (Fin n)) k = ⊥) : derivedSeries G (k + 2) = ⊥ := by
  -- diagonal linear parts commute, so the next derived group holds only translations
  have h1 : derivedSeries G (k + 1) ≤ (linearPart.comp G.subtype).ker := by
    rw [derivedSeries_succ, Subgroup.commutator_le]
    intro g hg h hh
    obtain ⟨σ, hσ, ε, a⟩ := derived_le_withPerms G hG k hg
    obtain ⟨τ, hτ, δ, b⟩ := derived_le_withPerms G hG k hh
    rw [hk, Subgroup.mem_bot] at hσ hτ
    subst hσ hτ
    rw [MonoidHom.mem_ker, map_commutatorElement, commutatorElement_eq_one_iff_mul_comm]
    apply Units.ext
    have a' : g.1.rot.val = signedPerm 1 ε := a
    have b' : h.1.rot.val = signedPerm 1 δ := b
    change g.1.rot.val * h.1.rot.val = h.1.rot.val * g.1.rot.val
    rw [a', b', signedPerm_mul, signedPerm_mul]
    congr 1
    funext i
    simp [mul_comm]
  -- translations commute
  rw [eq_bot_iff]
  change ⁅derivedSeries G (k + 1), derivedSeries G (k + 1)⁆ ≤ ⊥
  rw [Subgroup.commutator_le]
  intro g hg h hh
  have a : g.1.rot = 1 := h1 hg
  have b : h.1.rot = 1 := h1 hh
  rw [Subgroup.mem_bot, commutatorElement_eq_one_iff_mul_comm]
  apply Subtype.ext
  apply Seitz.ext
  · change g.1.rot * h.1.rot = h.1.rot * g.1.rot
    rw [a, b]
  · change g.1.rot.val *ᵥ h.1.trans + g.1.trans = h.1.rot.val *ᵥ g.1.trans + h.1.trans
    rw [a, b]
    simp [add_comm]
```

For three axes, the subgroup `C` (not the rotation $C$ above) consists of the cyclic permutations, written `σ i = σ 0 + i` with addition modulo 3. `decide` checks the required facts by running through all cases.

```lean
set_option maxRecDepth 20000 in
/-- The second derived group of the permutations of three axes is trivial. -/
theorem perm_three_derived : derivedSeries (Perm (Fin 3)) 2 = ⊥ := by
  have hm : ∀ σ τ : Perm (Fin 3), (∀ i, σ i = σ 0 + i) → (∀ i, τ i = τ 0 + i) →
      ∀ i, (σ * τ) i = (σ * τ) 0 + i := by decide
  have hi : ∀ σ : Perm (Fin 3), (∀ i, σ i = σ 0 + i) → ∀ i, σ⁻¹ i = σ⁻¹ 0 + i := by decide
  have hc : ∀ σ τ : Perm (Fin 3), ∀ i,
      (σ * τ * σ⁻¹ * τ⁻¹) i = (σ * τ * σ⁻¹ * τ⁻¹) 0 + i := by decide
  have ha : ∀ σ τ : Perm (Fin 3), (∀ i, σ i = σ 0 + i) → (∀ i, τ i = τ 0 + i) →
      σ * τ * σ⁻¹ * τ⁻¹ = 1 := by decide
  -- the cyclic permutations contain all commutators and commute among themselves
  let C : Subgroup (Perm (Fin 3)) :=
    { carrier := {σ | ∀ i, σ i = σ 0 + i}
      mul_mem' := fun {a b} h h' => hm a b h h'
      one_mem' := fun i => (zero_add i).symm
      inv_mem' := fun {a} h => hi a h }
  have h1 : derivedSeries (Perm (Fin 3)) 1 ≤ C := by
    change ⁅derivedSeries (Perm (Fin 3)) 0, derivedSeries (Perm (Fin 3)) 0⁆ ≤ C
    rw [Subgroup.commutator_le]
    exact fun σ _ τ _ => hc σ τ
  rw [eq_bot_iff]
  change ⁅derivedSeries (Perm (Fin 3)) 1, derivedSeries (Perm (Fin 3)) 1⁆ ≤ ⊥
  rw [Subgroup.commutator_le]
  exact fun σ hσ τ hτ => Subgroup.mem_bot.2 (ha σ τ (h1 hσ) (h1 hτ))
```

The main theorem takes $k=2$. Here `⊥` is the trivial subgroup, and `hG` is the assumption on linear parts.

```lean
/-- A group of real Seitz operators whose linear parts are signed permutation matrices of size 3
has trivial fourth derived group, and is solvable. -/
theorem cubic_solvable (G : Subgroup (Seitz 3)) (hG : ∀ g ∈ G, ∃ σ, HasPerm g σ) :
    derivedSeries G 4 = ⊥ ∧ Group.IsSolvable G := by
  have h : derivedSeries G 4 = ⊥ := derived_eq_bot G hG 2 perm_three_derived
  exact ⟨h, (Group.isSolvable_def _).2 ⟨4, h⟩⟩
```

To apply this to a crystal, one must supply the fact that its operations take this form in cubic axes; `hG` assumes it. Take spinless one-electron states that are periodic over an $N\times N\times N$ block of conventional cubic cells. The operations of a cubic space group preserve this periodicity, so the group acts on these states through a finite solvable quotient, whose irreducible representations can be built up along a chain of normal subgroups.

## The space group $Pm\bar{3}m$ needs all four steps

`pointOp` is a signed permutation about the origin, `zShift a` is $T_a$, and `threefold` is the axis permutation of $A$.

```lean
/-- The signed permutation `(σ, ε)` about the origin, as a Seitz operator. -/
def pointOp (σ : Perm (Fin 3)) (ε : Fin 3 → ℤˣ) : Seitz 3 :=
  ⟨⟨signedPerm σ ε, signedPerm σ⁻¹ (fun i => ε (σ i)), signedPerm_mul_inv σ ε,
    mul_eq_one_comm.1 (signedPerm_mul_inv σ ε)⟩, 0⟩

/-- The translation by `a` along the third axis. -/
def zShift (a : ℝ) : Seitz 3 := ⟨1, ![0, 0, a]⟩

/-- The primitive cubic group generated by all signed permutations about the origin and the
unit translation along the third axis. -/
def primitiveCubic : Subgroup (Seitz 3) :=
  Subgroup.closure ({g | (∃ σ, HasPerm g σ) ∧ g.trans = 0} ∪ {zShift 1})

/-- A cyclic permutation of the three axes, written as a commutator of two exchanges. -/
abbrev threefold : Perm (Fin 3) := swap 0 1 * swap 1 2 * swap 0 1 * swap 1 2

private theorem pointOp_mul (σ τ : Perm (Fin 3)) (ε δ : Fin 3 → ℤˣ) :
    pointOp σ ε * pointOp τ δ = pointOp (σ * τ) (fun i => ε i * δ (σ⁻¹ i)) :=
  Seitz.ext (Units.ext (signedPerm_mul σ τ ε δ)) (by
    change signedPerm σ ε *ᵥ (0 : Fin 3 → ℝ) + 0 = 0
    simp)
```

The commutator identity for $C$ and $T_a$ is stated without inverses, as $T_{-2a}T_aC=CT_a$.

```lean
private theorem zShift_comm (a : ℝ) :
    zShift (-2 * a) * (zShift a * pointOp 1 ![1, -1, -1]) =
      pointOp 1 ![1, -1, -1] * zShift a := by
  apply Seitz.ext
  · change 1 * (1 * (pointOp 1 ![1, -1, -1]).rot) = (pointOp 1 ![1, -1, -1]).rot * 1
    simp
  · change (1 : Matrix (Fin 3) (Fin 3) ℝ) *ᵥ
        ((1 : Matrix (Fin 3) (Fin 3) ℝ) *ᵥ (0 : Fin 3 → ℝ) + ![0, 0, a]) + ![0, 0, -2 * a] =
      signedPerm 1 ![1, -1, -1] *ᵥ ![0, 0, a] + 0
    have key : ∀ i, (signedPerm 1 ![1, -1, -1] *ᵥ ![0, 0, a]) i =
        signedPerm 1 ![1, -1, -1] i 0 * 0 + signedPerm 1 ![1, -1, -1] i 1 * 0 +
          signedPerm 1 ![1, -1, -1] i 2 * a := fun i =>
      Fin.sum_univ_three (fun j => signedPerm 1 ![1, -1, -1] i j * (![0, 0, a] : Fin 3 → ℝ) j)
    rw [Matrix.one_mulVec, Matrix.one_mulVec, add_zero]
    ext i
    rw [key]
    fin_cases i <;> simp [signedPerm]
    ring
```

In the last theorem, `D k` is the $k$-th derived group viewed inside all Seitz operators, and `step` turns an identity $xhg=gh$ into membership of $x$ in the next derived group. The facts `c1`, `d1` and `e2` place $A$ and the two twofold rotations as above, while `t1`, `t2` and `t3` follow the translation. If the third derived group were trivial, $T_{-8}$ would be the identity, giving $0=-8$. Four is thus the best bound for the whole class, though particular groups may finish sooner.

```lean
/-- All linear parts in the primitive cubic group are signed permutations, and its third derived
group is not trivial. -/
theorem primitiveCubic_sharp :
    (∀ g ∈ primitiveCubic, ∃ σ, HasPerm g σ) ∧ derivedSeries primitiveCubic 3 ≠ ⊥ := by
  constructor
  · have h : primitiveCubic ≤ withPerms ⊤ := by
      refine (Subgroup.closure_le _).2 ?_
      rintro g (⟨⟨σ, h⟩, _⟩ | rfl)
      · exact ⟨σ, Subgroup.mem_top σ, h⟩
      · exact ⟨1, Subgroup.mem_top 1, 1, signedPerm_one.symm⟩
    intro g hg
    obtain ⟨σ, _, hσ⟩ := h hg
    exact ⟨σ, hσ⟩
  · intro hbot
    let D : ℕ → Subgroup (Seitz 3) := fun k =>
      (derivedSeries primitiveCubic k).map primitiveCubic.subtype
    have step : ∀ (k : ℕ) (g h x : Seitz 3), g ∈ D k → h ∈ D k →
        x * (h * g) = g * h → x ∈ D (k + 1) := by
      rintro k _ _ x ⟨g, hg, rfl⟩ ⟨h, hh, rfl⟩ e
      have hg' : g ∈ derivedSeries primitiveCubic k := hg
      have hh' : h ∈ derivedSeries primitiveCubic k := hh
      have hc := Subgroup.commutator_mem_commutator hg' hh'
      refine ⟨g * h * g⁻¹ * h⁻¹, hc, ?_⟩
      rw [eq_mul_inv_of_mul_eq e]
      simp only [map_mul, map_inv, _root_.mul_inv_rev, mul_assoc]
    have base : ∀ g ∈ primitiveCubic, g ∈ D 0 := fun g hg =>
      ⟨⟨g, hg⟩, Subgroup.mem_top _, rfl⟩
    have p0 : ∀ σ ε, pointOp σ ε ∈ D 0 := fun σ ε =>
      base _ (Subgroup.subset_closure (Or.inl ⟨⟨σ, ε, rfl⟩, rfl⟩))
    -- the cyclic permutation and two twofold rotations are commutators
    have c1 : pointOp threefold 1 ∈ D 1 :=
      step 0 _ _ _ (p0 (swap 0 1) 1) (p0 (swap 1 2) 1) (by
        simp only [pointOp_mul]
        congr 1
        decide)
    have d1 : pointOp 1 ![-1, -1, 1] ∈ D 1 :=
      step 0 _ _ _ (p0 threefold 1) (p0 1 ![1, -1, 1]) (by
        simp only [pointOp_mul]
        congr 1
        decide)
    have e1 : pointOp 1 ![1, -1, -1] ∈ D 1 :=
      step 0 _ _ _ (p0 threefold 1) (p0 1 ![1, 1, -1]) (by
        simp only [pointOp_mul]
        congr 1
        decide)
    have e2 : pointOp 1 ![1, -1, -1] ∈ D 2 :=
      step 1 _ _ _ c1 d1 (by
        simp only [pointOp_mul]
        congr 1
        decide)
    -- commutators with the twofold rotation keep a translation alive
    have t0 : zShift 1 ∈ D 0 := base _ (Subgroup.subset_closure (Or.inr rfl))
    have t1 := step 0 _ _ _ (p0 1 ![1, -1, -1]) t0 (zShift_comm 1)
    have t2 := step 1 _ _ _ e1 t1 (zShift_comm _)
    have t3 := step 2 _ _ _ e2 t2 (zShift_comm _)
    obtain ⟨g, hg, e⟩ := t3
    have hg' : g ∈ derivedSeries primitiveCubic 3 := hg
    rw [hbot, Subgroup.mem_bot] at hg'
    subst hg'
    have h0 : (0 : ℝ) = -2 * (-2 * (-2 * 1)) := congrArg (fun x : Seitz 3 => x.trans 2) e
    norm_num at h0

end

end CubicSolvability
```

```lean
#print axioms CubicSolvability.act_mul
-- 'CubicSolvability.act_mul' depends on axioms: [propext, Classical.choice, Quot.sound]
#print axioms CubicSolvability.cubic_solvable
-- 'CubicSolvability.cubic_solvable' depends on axioms: [propext, Classical.choice, Quot.sound]
#print axioms CubicSolvability.primitiveCubic_sharp
-- 'CubicSolvability.primitiveCubic_sharp' depends on axioms: [propext, Classical.choice, Quot.sound]
```
